# A positive quartic force constant raises every first-order spacing of a one-mode oscillator

A vibrational code whose sanity check assumes that anharmonicity lowers frequencies can reject correct output. For a single mode with a positive quartic term, the first-order spacings lie above the harmonic one and grow with the quantum number. A code can also go wrong in the other direction: if it takes the mean of $q^4$ from a truncated coordinate matrix squared twice, its two highest first-order levels come out too low for $\phi_4>0$. With three or more basis states, the last spacing then even falls below the harmonic one.

## The mean of $q^4$ and the level spacings

Let $e_n$ be the harmonic-oscillator state with $n=0,1,2,\dots$ quanta, $a$ and $a^*$ the lowering and raising operators, and $q=(a+a^*)/\sqrt2$ the dimensionless normal coordinate. Then

$$\langle e_n,q^4e_n\rangle=\tfrac34(2n^2+2n+1).$$

Let $\omega$ be the harmonic spacing and $\phi_4$ the quartic force constant, the fourth derivative of the potential with respect to $q$ at the equilibrium position $q=0$, both in the same energy unit. With the perturbation $\phi_4q^4/24$, the first-order levels are

$$E_n=\omega(n+\tfrac12)+\tfrac{\phi_4}{24}\langle e_n,q^4e_n\rangle,\qquad E_{n+1}-E_n=\omega+\tfrac{\phi_4(n+1)}8 .$$

Each spacing exceeds $\omega$ exactly when $\phi_4>0$, and the spacings increase strictly with $n$ under the same condition.

## Reference values for VPT2 and basis-set codes

In second-order vibrational perturbation theory (VPT2), the diagonal quartic force constant enters through this mean value, so for one mode the formula gives the quartic part of the anharmonic correction.

The formula also tests codes that build $q$ as a matrix in the basis $e_0,\dots,e_M$, with $M\ge1$, and take its fourth power. The diagonal elements are right for $n\le M-2$ and too small for the last two states, because $q^2e_n$ reaches up to $e_{n+2}$. Building $q$ with two extra states, taking the fourth power and only then cutting back repairs the diagonal.

## Derivation from the ladder operators

The ladder operators act by

$$ae_0=0,\qquad ae_{n+1}=\sqrt{n+1}\,e_n,\qquad a^*e_n=\sqrt{n+1}\,e_{n+1},$$

so $a^*ae_n=ne_n$ and $aa^*e_n=(n+1)e_n$. They are adjoint to each other: $\langle a^*e_m,e_n\rangle$ and $\langle e_m,ae_n\rangle$ both equal $\sqrt{m+1}$ if $n=m+1$, and both vanish otherwise. Hence $q$ is symmetric.

Expanding the square gives $q^2=\tfrac12(a^2+aa^*+a^*a+a^{*2})$, and therefore

$$q^2e_n=\tfrac12\Big(\sqrt{n(n-1)}\,e_{n-2}+(2n+1)e_n+\sqrt{(n+1)(n+2)}\,e_{n+2}\Big),$$

where the first term is absent for $n=0$ and $n=1$. By symmetry $\langle e_n,q^4e_n\rangle=\langle q^2e_n,q^2e_n\rangle$, and the components are orthogonal:

$$\tfrac14\big[n(n-1)+(2n+1)^2+(n+1)(n+2)\big]=\tfrac14(6n^2+6n+3)=\tfrac34(2n^2+2n+1).$$

The mean is the first-order energy for the following reason. Let $V$ be a perturbation, $\psi$ the first-order correction to the state and $E^{(1)}$ the correction to the energy. With $H_0=\omega(a^*a+\tfrac12)$ and $\omega\ne0$, they must satisfy

$$H_0\psi+Ve_n=\omega(n+\tfrac12)\psi+E^{(1)}e_n .$$

In component $n$ the terms with $\psi$ cancel, which leaves $E^{(1)}=\langle e_n,Ve_n\rangle$. Every other component $m$ is solved by $\psi_m=(Ve_n)_m/(\omega(n-m))$, and $\psi_n$ may be set to zero.

For the spacing, replacing $n$ by $n+1$ raises $2n^2+2n+1$ by $4(n+1)$. The mean of $q^4$ rises by $3(n+1)$, and multiplying by $\phi_4/24$ gives $\phi_4(n+1)/8$. This is positive exactly when $\phi_4>0$. Consecutive spacings differ by $\phi_4/8$, which settles the monotonicity.

## Three levels with $\omega=1$ and $\phi_4=0.24$

Here $\phi_4/24=0.01$. The means of $q^4$ for $n=0,1,2$ are $3/4$, $15/4$ and $39/4$, so the levels are $0.5075$, $1.5375$ and $2.5975$. The spacings are $1.03$ and $1.06$, as the formula says.

Now truncate to $e_0,e_1,e_2$. The full vector is $q^2e_1=\tfrac12(3e_1+\sqrt6\,e_3)$, with squared length $15/4$. The truncated matrix loses $e_3$ and returns $9/4$. The level $n=1$ drops to $1.5225$, and the first spacing comes out as $1.015$: half of the anharmonic shift has disappeared.

## The Lean file

```lean
import Mathlib

namespace QuarticOscillator

noncomputable section

/-- Vibrational states: finitely supported real sequences of number-state amplitudes. -/
abbrev State := ℕ →₀ ℝ

/-- The number state with `n` vibrational quanta. -/
def ket (n : ℕ) : State := Finsupp.single n 1

/-- The overlap of two states, the sum of the products of their amplitudes. -/
def overlap : State →ₗ[ℝ] State →ₗ[ℝ] ℝ :=
  Finsupp.linearCombination ℝ (fun n => (Finsupp.lapply n : State →ₗ[ℝ] ℝ))

/-- The lowering operator `a`, which sends `ket n` to `√n ket (n - 1)` and `ket 0` to zero. -/
def lower : Module.End ℝ State :=
  Finsupp.linearCombination ℝ (fun n : ℕ => √(n : ℝ) • ket (n - 1))

/-- The raising operator `a*`, which sends `ket n` to `√(n + 1) ket (n + 1)`. -/
def raise : Module.End ℝ State :=
  Finsupp.linearCombination ℝ (fun n : ℕ => √((n : ℝ) + 1) • ket (n + 1))

/-- The dimensionless normal coordinate `q = (a + a*)/√2`. -/
def position : Module.End ℝ State := (1 / √2 : ℝ) • (lower + raise)

/-- The harmonic Hamiltonian `ω (a* a + 1/2)`. -/
def harmonic (ω : ℝ) : Module.End ℝ State := ω • (raise * lower + (1 / 2 : ℝ) • 1)

/-- The level `ω (n + 1/2)` corrected by the mean of `φ₄ q⁴/24` in the number state. -/
def level (ω φ₄ : ℝ) (n : ℕ) : ℝ :=
  ω * (n + 1 / 2) + φ₄ / 24 * overlap (ket n) ((position ^ 4) (ket n))

/-- Overlap with a number state reads off an amplitude, and the number states are orthonormal. -/
theorem overlap_ket (m n : ℕ) (y : State) :
    overlap (ket m) y = y m ∧ overlap (ket m) (ket n) = if m = n then 1 else 0 := by
  have h : ∀ z : State, overlap (ket m) z = z m := fun z => by simp [overlap, ket]
  refine ⟨h y, ?_⟩
  rw [h]
  by_cases hmn : m = n
  · subst hmn
    simp [ket]
  · simp [ket, hmn]

/-- The ladder operators change the number of quanta by one, and `a` annihilates the
ground state. -/
theorem ladder_ket (n : ℕ) :
    lower (ket 0) = 0 ∧ lower (ket (n + 1)) = √((n : ℝ) + 1) • ket n ∧
      raise (ket n) = √((n : ℝ) + 1) • ket (n + 1) := by
  have h : ∀ k : ℕ, lower (ket k) = √(k : ℝ) • ket (k - 1) := fun k => by
    simp only [lower, ket, Finsupp.linearCombination_single, one_smul]
  refine ⟨by simp [h], by rw [h]; simp, ?_⟩
  simp only [raise, ket, Finsupp.linearCombination_single, one_smul]

/-- On the state with `n` quanta, `a* a` acts as `n` and `a a*` acts as `n + 1`. -/
theorem number_ket (n : ℕ) :
    raise (lower (ket n)) = (n : ℝ) • ket n ∧
      lower (raise (ket n)) = ((n : ℝ) + 1) • ket n := by
  constructor
  · cases n with
    | zero => simp [(ladder_ket 0).1]
    | succ n =>
      rw [(ladder_ket n).2.1, map_smul, (ladder_ket n).2.2, smul_smul,
        Real.mul_self_sqrt (by positivity), Nat.cast_succ]
  · rw [(ladder_ket n).2.2, map_smul, (ladder_ket n).2.1, smul_smul,
      Real.mul_self_sqrt (by positivity)]

/-- A bilinear form on states is determined by its matrix elements between number states. -/
theorem matrix_elements_ext {B C : State →ₗ[ℝ] State →ₗ[ℝ] ℝ}
    (h : ∀ m n, B (ket m) (ket n) = C (ket m) (ket n)) : B = C := by
  have hs : ∀ (n : ℕ) (c : ℝ), (Finsupp.single n c : State) = c • ket n :=
    fun n c => by simp [ket]
  apply Finsupp.lhom_ext
  intro m c
  apply Finsupp.lhom_ext
  intro n d
  rw [hs m c, hs n d]
  simp only [map_smul, LinearMap.smul_apply, h]

/-- The raising and lowering operators are adjoint to each other. -/
theorem ladder_adjoint (x y : State) :
    overlap (raise x) y = overlap x (lower y) ∧
      overlap (lower x) y = overlap x (raise y) := by
  have l0 := (ladder_ket 0).1
  have ls := fun n => (ladder_ket n).2.1
  have r := fun n => (ladder_ket n).2.2
  have o := fun m n => (overlap_ket m n 0).2
  constructor
  · have h : overlap.comp raise = overlap.compl₂ lower := by
      apply matrix_elements_ext
      intro m n
      change overlap (raise (ket m)) (ket n) = overlap (ket m) (lower (ket n))
      cases n with
      | zero => simp [r, l0, o]
      | succ n =>
        by_cases hmn : m = n
        · subst hmn
          simp [r, ls, o]
        · simp [r, ls, o, hmn]
    exact LinearMap.congr_fun₂ h x y
  · have h : overlap.comp lower = overlap.compl₂ raise := by
      apply matrix_elements_ext
      intro m n
      change overlap (lower (ket m)) (ket n) = overlap (ket m) (raise (ket n))
      cases m with
      | zero => simp [r, l0, o]
      | succ m =>
        by_cases hmn : m = n
        · subst hmn
          simp [r, ls, o]
        · simp [r, ls, o, hmn]
    exact LinearMap.congr_fun₂ h x y

/-- Acting on a number state, `q²` is half the sum of `a²`, `2n + 1` and `a*²`. -/
theorem position_sq_ket (n : ℕ) :
    position (position (ket n)) = (1 / 2 : ℝ) •
      (lower (lower (ket n)) + (2 * (n : ℝ) + 1) • ket n + raise (raise (ket n))) := by
  have h2 : (1 / √2 : ℝ) * (1 / √2) = 1 / 2 := by
    rw [div_mul_div_comm, one_mul, Real.mul_self_sqrt (by norm_num)]
  have h : position (position (ket n)) = ((1 / √2 : ℝ) * (1 / √2)) •
      (lower (lower (ket n)) + lower (raise (ket n)) + raise (lower (ket n))
        + raise (raise (ket n))) := by
    simp only [position, LinearMap.smul_apply, LinearMap.add_apply, map_smul, map_add]
    module
  rw [h, h2, (number_ket n).1, (number_ket n).2]
  module

/-- The mean of `q⁴` in the state with `n` quanta is `(3/4)(2n² + 2n + 1)`. -/
theorem mean_position_pow_four (n : ℕ) :
    overlap (ket n) ((position ^ 4) (ket n)) = 3 / 4 * (2 * (n : ℝ) ^ 2 + 2 * n + 1) := by
  have l0 := (ladder_ket 0).1
  have ls := fun n => (ladder_ket n).2.1
  have r := fun n => (ladder_ket n).2.2
  have o := fun m n => (overlap_ket m n 0).2
  -- `q` is symmetric, so the mean of `q⁴` is the squared length of `q² ket n`
  have hq : ∀ x y, overlap (position x) y = overlap x (position y) := fun x y => by
    simp only [position, LinearMap.smul_apply, LinearMap.add_apply, map_smul, map_add,
      (ladder_adjoint x y).1, (ladder_adjoint x y).2]
    rw [add_comm]
  have h4 : overlap (ket n) ((position ^ 4) (ket n)) =
      overlap (position (position (ket n))) (position (position (ket n))) := by
    have hp : position ^ 4 = position * (position * (position * position)) := by
      simp only [pow_succ, pow_zero, one_mul, mul_assoc]
    rw [hp]
    simp only [Module.End.mul_apply, hq]
  -- the component with two quanta fewer, absent for `n = 0` and `n = 1`
  obtain ⟨k, α, hl, h1, h2, hα⟩ : ∃ (k : ℕ) (α : ℝ), lower (lower (ket n)) = α • ket k ∧
      k ≠ n ∧ k ≠ n + 1 + 1 ∧ α ^ 2 = (n : ℝ) * ((n : ℝ) - 1) := by
    rcases n with _ | _ | n
    · exact ⟨1, 0, by simp [l0], by omega, by omega, by simp⟩
    · exact ⟨0, 0, by rw [ls, map_smul, l0]; simp, by omega, by omega, by simp⟩
    · refine ⟨n, √(((n + 1 : ℕ) : ℝ) + 1) * √((n : ℝ) + 1), ?_, by omega, by omega, ?_⟩
      · rw [ls, map_smul, ls, smul_smul]
      · rw [mul_pow, Real.sq_sqrt (by positivity), Real.sq_sqrt (by positivity)]
        push_cast
        ring
  -- the component with two quanta more
  obtain ⟨γ, hr, hγ⟩ : ∃ γ : ℝ, raise (raise (ket n)) = γ • ket (n + 1 + 1) ∧
      γ ^ 2 = ((n : ℝ) + 1) * ((n : ℝ) + 2) := by
    refine ⟨√((n : ℝ) + 1) * √(((n + 1 : ℕ) : ℝ) + 1), ?_, ?_⟩
    · rw [r, map_smul, r, smul_smul]
    · rw [mul_pow, Real.sq_sqrt (by positivity), Real.sq_sqrt (by positivity)]
      push_cast
      ring
  have h3 : n ≠ n + 1 + 1 := by omega
  rw [h4, position_sq_ket, hl, hr]
  simp only [map_add, map_smul, LinearMap.add_apply, LinearMap.smul_apply, smul_eq_mul, o,
    h1, h1.symm, h2, h2.symm, h3, h3.symm, if_true, if_false]
  linear_combination (1 / 4) * hα + (1 / 4) * hγ

/-- For `ω ≠ 0` and any perturbation `V`, the first-order Schrödinger equation for the `n`-th
level has a solution `ψ` exactly when the energy correction `E₁` is the mean of `V`. -/
theorem first_order_energy_iff {ω : ℝ} (hω : ω ≠ 0) (V : Module.End ℝ State) (n : ℕ) (E₁ : ℝ) :
    (∃ ψ : State, harmonic ω ψ + V (ket n) = (ω * ((n : ℝ) + 1 / 2)) • ψ + E₁ • ket n) ↔
      E₁ = overlap (ket n) (V (ket n)) := by
  have hN : ∀ (x : State) (m : ℕ), (raise (lower x)) m = (m : ℝ) * x m := by
    intro x m
    induction x using Finsupp.induction_linear with
    | zero => simp
    | add f g hf hg =>
      simp only [map_add, Finsupp.add_apply, hf, hg]
      ring
    | single j c =>
      have hs : (Finsupp.single j c : State) = c • ket j := by simp [ket]
      rw [hs, map_smul, map_smul, (number_ket j).1]
      by_cases h : m = j
      · subst h
        simp [ket, mul_comm]
      · simp [ket, h]
  have hH : ∀ (x : State) (m : ℕ), (harmonic ω x) m = ω * ((m : ℝ) + 1 / 2) * x m := by
    intro x m
    have h : harmonic ω x = ω • (raise (lower x) + (1 / 2 : ℝ) • x) := rfl
    rw [h]
    simp only [Finsupp.smul_apply, Finsupp.add_apply, smul_eq_mul, hN]
    ring
  have hself : (ket n) n = 1 := by simp [ket]
  rw [(overlap_ket n n _).1]
  constructor
  · -- project the equation on the unperturbed state
    rintro ⟨ψ, h⟩
    have hn := DFunLike.congr_fun h n
    simp only [Finsupp.add_apply, Finsupp.smul_apply, smul_eq_mul, hH, hself] at hn
    linarith
  · -- divide the other amplitudes by the energy differences
    intro hE
    refine ⟨Finsupp.onFinset (V (ket n)).support
      (fun m => (V (ket n)) m / (ω * ((n : ℝ) - m))) ?_, ?_⟩
    · intro m hm
      rw [Finsupp.mem_support_iff]
      intro h0
      exact hm (by simp [h0])
    · ext m
      simp only [Finsupp.add_apply, Finsupp.smul_apply, smul_eq_mul, hH,
        Finsupp.onFinset_apply]
      by_cases h : m = n
      · rw [h, hself, hE]
        ring
      · have h0 : (ket n) m = 0 := by simp [ket, h]
        have hd : (n : ℝ) - m ≠ 0 := sub_ne_zero.mpr (Nat.cast_injective.ne (Ne.symm h))
        rw [h0]
        field_simp
        ring

/-- Neighbouring first-order levels of the quartic oscillator are `ω + φ₄ (n + 1)/8` apart. -/
theorem level_spacing (ω φ₄ : ℝ) (n : ℕ) :
    level ω φ₄ (n + 1) - level ω φ₄ n = ω + φ₄ * ((n : ℝ) + 1) / 8 := by
  simp only [level, mean_position_pow_four]
  push_cast
  ring

/-- A first-order spacing exceeds the harmonic one exactly when `φ₄` is positive, and the
spacings increase strictly with `n` exactly under the same condition. -/
theorem spacing_raised_iff (ω φ₄ : ℝ) :
    (∀ n, ω < level ω φ₄ (n + 1) - level ω φ₄ n ↔ 0 < φ₄) ∧
      (StrictMono (fun n => level ω φ₄ (n + 1) - level ω φ₄ n) ↔ 0 < φ₄) := by
  simp only [level_spacing]
  constructor
  · intro n
    have hn : (0 : ℝ) < (n : ℝ) + 1 := by positivity
    constructor
    · intro h
      exact pos_of_mul_pos_left (by linarith : 0 < φ₄ * ((n : ℝ) + 1)) hn.le
    · intro h
      have := mul_pos h hn
      linarith
  · constructor
    · intro h
      have h01 := h (show 0 < 1 by norm_num)
      norm_num at h01
      linarith
    · intro h
      apply strictMono_nat_of_lt_succ
      intro n
      push_cast
      linarith

end

end QuarticOscillator
```

```lean
#print axioms QuarticOscillator.first_order_energy_iff
#print axioms QuarticOscillator.spacing_raised_iff
```

```
'QuarticOscillator.first_order_energy_iff' depends on axioms: [propext, Classical.choice, Quot.sound]
'QuarticOscillator.spacing_raised_iff' depends on axioms: [propext, Classical.choice, Quot.sound]
```

## How the Lean objects map to the oscillator

A `State` is a finitely supported real sequence of amplitudes, `ket n` is $e_n$, and `overlap` is the real bilinear inner product. The operators `lower`, `raise` and `position` are $a$, $a^*$ and $q$, defined as linear maps from states to states, and `position ^ 4` is fourfold composition. `harmonic ω` is $H_0$, and `level ω φ₄ n` is $E_n$.

- `mean_position_pow_four` is the formula for $\langle e_n,q^4e_n\rangle$, for every natural number $n$.
- `first_order_energy_iff` says that, for $\omega\neq0$ and any linear $V$, the first-order equation has a solution exactly when the energy correction is the mean of $V$. Taking $V=\phi_4q^4/24$ identifies `level` as the first-order energy.
- `level_spacing` gives the spacing, and `spacing_raised_iff` gives both equivalences with $\phi_4>0$, the first of them for each $n$ separately.

## The proof, and extensionality on number states

`ladder_ket` and `number_ket` compute the ladder action, `ladder_adjoint` proves adjointness, and `position_sq_ket` expands $q^2e_n$. In `mean_position_pow_four`, `hq` is the symmetry of $q$ and `h4` turns the mean into a squared length. The lower component is written as `α • ket k` with $\alpha^2=n(n-1)$. For $n=0$ and $n=1$ the coefficient is zero and `k` is merely some index different from $n$ and $n+2$, so one orthogonality computation serves all cases. The final `linear_combination` inserts the squares of the two outer coefficients.

`first_order_energy_iff` reads off component $n$ in one direction and builds $\psi$ by dividing by energy differences in the other. The spacing then follows by algebra. To get $\phi_4>0$ from monotonicity, it is enough to compare the first two spacings.

The device on which the proof turns is `Finsupp.lhom_ext`: two linear maps on finitely supported sequences are equal if they agree on sequences with a single nonzero entry. `matrix_elements_ext` applies it twice, once for each argument, so that bilinear forms with the same matrix elements between number states are equal. `ladder_adjoint` phrases adjointness as such an equality, between `overlap.comp raise` and `overlap.compl₂ lower`, where `compl₂` inserts the operator into the second argument. What remains is to compare square roots for $e_m$ and $e_n$, and `LinearMap.congr_fun₂` carries the result back to arbitrary states. No limits arise, because every state is a finite combination of number states.

## Where the guarantee ends

The mean of $q^4$ is exact for the untruncated ladder operators. The levels are first-order energies of one mode with a purely quartic perturbation, and the theorems give no bound on their distance from the true eigenvalues. That matters most for high $n$, where the correction to the spacing grows without limit.

Cubic force constants, which contribute at second order, and couplings between modes are absent. A positive $\phi_4$ therefore does not settle whether a full VPT2 fundamental lies above its harmonic value. The state space contains only finite combinations of number states, so self-adjointness and spectra on the completed Hilbert space are not addressed. Floating-point error and the quality of the computed force constants remain matters for the code.
